# The exponential law for a complex function whose derivative is a constant real multiple of itself

The theorem concerns a complex-valued function of time, such as an amplitude, that satisfies f′(t) = −r f(t) at every real time, where r is a real constant. It states that f(t) = f(0) exp(−rt) for every real t. This is decay forward in time when r is positive and f(0) is not zero, but the sign of r is not restricted. The proof multiplies f(t) by exp(rt), shows that the product has zero derivative and so is constant, and compares its values at t and 0.

This version doesn't compile in Lean 4 with Mathlib:

```lean
import Mathlib

open Matrix Filter Topology

namespace ExponentialDecay

noncomputable section

/-- A complex function of time obeying `f' = -r f` at every real time, with `r` real, equals
`f(0) exp(-r t)`. -/
theorem exponential_decay {f : ℝ → ℂ} (r : ℝ)
    (hf : ∀ t, HasDerivAt f (-(r : ℂ) * f t) t) (t : ℝ) :
    f t = f 0 * Complex.exp (-(r * t)) := by
  have hg : ∀ t : ℝ, HasDerivAt (fun t : ℝ => f t * Complex.exp (r * t)) 0 t := by
    intro t
    have h0 : HasDerivAt (fun t : ℝ => (t : ℂ)) 1 t := by
      simpa using Complex.ofRealCLM.hasDerivAt (x := t)
    exact ((hf t).fun_mul (h0.const_mul (r : ℂ)).cexp).congr_deriv (by ring)
  have h := is_const_of_deriv_eq_zero (fun t => (hg t).differentiableAt)
    (fun t => (hg t).deriv) t 0
  simp only [Complex.ofReal_zero, mul_zero, Complex.exp_zero, mul_one] at h
  rw [← h, Complex.exp_neg, mul_assoc, mul_inv_cancel₀ (Complex.exp_ne_zero _), mul_one]

end

end ExponentialDecay
```

Lean reports:

```
Main.lean:17:6: error: Type mismatch: After simplification, term
  ContinuousLinearMap.hasDerivAt Complex.ofRealCLM
 has type
  @HasDerivAt ℝ DenselyNormedField.toNontriviallyNormedField ℂ Complex.instNormedAddCommGroup.toAddCommGroup
    instInnerProductSpaceRealComplex.toModule PseudoMetricSpace.toUniformSpace.toTopologicalSpace ⋯ (⇑Complex.ofRealCLM)
    1 t
but is expected to have type
  @HasDerivAt ℝ DenselyNormedField.toNontriviallyNormedField ℂ Complex.addCommGroup
    instInnerProductSpaceRealComplex.toModule PseudoMetricSpace.toUniformSpace.toTopologicalSpace ⋯ (fun t => ↑t) 1 t
```

Fix (accepted with no message):

```diff
@@ -15,5 +15,5 @@
     intro t
     have h0 : HasDerivAt (fun t : ℝ => (t : ℂ)) 1 t := by
-      simpa using Complex.ofRealCLM.hasDerivAt (x := t)
+      exact (Complex.ofRealCLM.hasDerivAt (x := t)).congr_deriv (by simp)
     exact ((hf t).fun_mul (h0.const_mul (r : ℂ)).cexp).congr_deriv (by ring)
   have h := is_const_of_deriv_eq_zero (fun t => (hg t).differentiableAt)
```

Diagnosis. The error is in `h0`, the auxiliary fact that the inclusion of the real numbers in the complex numbers has derivative 1. Mathlib supplies this for the continuous linear map `Complex.ofRealCLM`. Simplification brought the derivative to `1`, but left the function as `⇑Complex.ofRealCLM`, where the goal has `fun t => ↑t`. The map stands there without an argument, so a simp rule for its value at a point has nothing to rewrite. The message also shows the additive group structure on ℂ written in two ways. Both differences are only of form, since the two sides agree by definition, but the final comparison in `simpa` does not unfold definitions far enough to see it.

The repair changes this one line. `exact` compares the two sides with more unfolding and accepts them as the same. `congr_deriv` then lets the derivative be replaced by an equal value, and `by simp` proves the equality needed, that `Complex.ofRealCLM` sends 1 to 1.
